# The Laplace quadrature series on an infinite logarithmic grid converges for every positive energy denominator

An energy denominator x > 0 can be written through the Laplace integral 1/x = ∫₀^∞ exp(−xt) dt, and the substitution t = exp(s) turns equal steps in s into a logarithmic grid in t. The declaration `summable_laplaceTerm` states that, for every real step h > 0 and every real x > 0, the terms exp(jh − x exp(jh)) are summable over all integers j. The common factor h is left out, and nothing is said about how close the quadrature comes to 1/x. The proof treats the nodes j = n and j = −n separately, for natural n, and bounds the terms by a constant multiple of exp(−nh) in the first case and by exp(−nh) itself in the second. Summability then follows in both cases by comparison with the geometric series of ratio exp(−h), which converges because h > 0.

The failing Lean file:

```lean
import Mathlib

namespace LaplaceEnergyDenominator

noncomputable section

/-- The term with index `j`, without the common factor `h`, of the Laplace quadrature on a
logarithmic grid of step `h`, for the energy denominator `x`. -/
def laplaceTerm (h x : ℝ) (j : ℤ) : ℝ := Real.exp (j * h - x * Real.exp (j * h))

/-- The quadrature series converges for every positive step and positive denominator. -/
theorem summable_laplaceTerm {h x : ℝ} (hh : 0 < h) (hx : 0 < x) :
    Summable (laplaceTerm h x) := by
  have hg : Summable (fun n : ℕ => Real.exp (-((n : ℝ) * h))) := by
    have e : (fun n : ℕ => Real.exp (-((n : ℝ) * h))) = fun n : ℕ => Real.exp (-h) ^ n := by
      funext n
      rw [← Real.exp_nat_mul]
      congr 1
      ring
    rw [e]
    exact summable_geometric_of_lt_one (Real.exp_pos _).le (Real.exp_lt_one (by linarith))
  -- the exponential beats the square, which tames the large nodes
  have key : ∀ E : ℝ, 0 < E → E ≤ 2 / x ^ 2 * E⁻¹ * Real.exp (x * E) := by
    intro E hE
    have hxE : 0 < x * E := mul_pos hx hE
    have q := Real.quadratic_le_exp_of_nonneg hxE.le
    calc E = 2 / x ^ 2 * E⁻¹ * ((x * E) ^ 2 / 2) := by field_simp
      _ ≤ _ := mul_le_mul_of_nonneg_left (by linarith) (by positivity)
  refine Summable.of_nat_of_neg ?_ ?_
  · refine Summable.of_nonneg_of_le (fun n => (Real.exp_pos _).le) (fun n => ?_)
      (hg.mul_left (2 / x ^ 2))
    unfold laplaceTerm
    rw [Int.cast_natCast, Real.exp_sub, Real.exp_neg, div_le_iff₀ (Real.exp_pos _)]
    exact key _ (Real.exp_pos _)
  · refine Summable.of_nonneg_of_le (fun n => (Real.exp_pos _).le) (fun n => ?_) hg
    have c : ((-(n : ℤ) : ℤ) : ℝ) = -(n : ℝ) := by simp
    unfold laplaceTerm
    rw [c]
    have p : 0 < x * Real.exp (-(n : ℝ) * h) := mul_pos hx (Real.exp_pos _)
    exact Real.exp_le_exp.2 (by linarith)

end

end LaplaceEnergyDenominator
```

Messages:

```
Main.lean:21:60: error(lean.unknownIdentifier): Unknown constant `Real.exp_lt_one`
```

The mended proof, as a diff:

```diff
@@ -19,5 +19,6 @@
       ring
     rw [e]
-    exact summable_geometric_of_lt_one (Real.exp_pos _).le (Real.exp_lt_one (by linarith))
+    exact summable_geometric_of_lt_one (Real.exp_pos _).le
+      (Real.exp_lt_one_iff.2 (by linarith))
   -- the exponential beats the square, which tames the large nodes
   have key : ∀ E : ℝ, 0 < E → E ≤ 2 / x ^ 2 * E⁻¹ * Real.exp (x * E) := by
```

Cause. The message says that Lean knows no constant called `Real.exp_lt_one`. The name stands in the proof of `hg`, where `summable_geometric_of_lt_one` needs two facts about the ratio: that exp(−h) is nonnegative, and that it is less than 1. The first is supplied by `(Real.exp_pos _).le`; the second was to come from the missing lemma. The mathematics is sound, since h > 0 gives −h < 0 and hence exp(−h) < 1, but the name cited for the last step does not exist in the Mathlib used here.

The repair cites `Real.exp_lt_one_iff` instead, an equivalence between exp(x) < 1 and x < 0. Its direction `.2` goes from the negative exponent to the bound on the exponential, so `linarith` has only to prove −h < 0, which follows from `hh`. The line break in the new version is mere layout.
